# A viscosity that is positive inside an interval and zero at its ends damps all but rigid motion

An electron cloud confined along one axis can slosh from side to side as a rigid body, or it can breathe, expanding and contracting about a centre. In the Vignale-Kohn form of time-dependent current DFT, gradients of the velocity produce a viscous force. Which of these motions does that force damp?

## Zero net force and a signed power

Let u(x) be the velocity on [a, b], with a < b, and η(x) a real longitudinal viscosity, taken here as independent of frequency, so that the stress follows the velocity gradient without delay. The stress is s = ηu′, the force density is s′, and the power P is the integral of velocity times force density. Negative P means that the flow loses energy. If η is C¹, positive on (a, b) and zero at both ends, and u is C², then

∫ₐᵇ (ηu′)′ dx = 0

P = ∫ₐᵇ u (ηu′)′ dx = −∫ₐᵇ η u′² dx ≤ 0,

and P = 0 exactly when u is constant on [a, b]. This force does not damp sloshing, and it takes energy from breathing at every instant when the velocity is not uniform. The condition at the ends stands for a viscosity that vanishes with the density at the edge of the cloud.

## Where a propagation code uses the sign

A code that adds this force as a damping term relies on P ≤ 0, and on zero total force if the term is not to push the centre of mass. In this one-dimensional model with prescribed η, both can be monitored during a run. For η = 1 − x² on [−1, 1] and u = x, the reference value is P = −4/3.

## Integration by parts with no stress at the ends

Since η(a) = η(b) = 0, the stress vanishes at both ends. The total force is therefore

∫ₐᵇ s′ dx = s(b) − s(a) = 0.

For the power, integrate by parts:

P = u(b)s(b) − u(a)s(a) − ∫ₐᵇ u′s dx = −∫ₐᵇ η u′² dx.

The last integrand is nonnegative, so P ≤ 0.

Suppose P = 0. A continuous nonnegative function with zero integral vanishes throughout [a, b], and η > 0 inside, so u′ = 0 on (a, b). For x in (a, b] the mean value theorem gives a point ξ in (a, x) with

u(x) − u(a) = u′(ξ)(x − a) = 0.

Conversely, if u is constant on [a, b], then u′ = 0 inside and η = 0 at the ends, so the integrand vanishes and P = 0.

For u = c + kx, with constants c and k, the gradient is k and

P = −k² ∫ₐᵇ η dx,

which is negative when k ≠ 0. In the parabolic example k = 1 and the integral is 2 − 2/3 = 4/3.

With no condition on η at the ends, the equivalence fails. Take η = 1 and u = x: the stress is constant, the force is zero everywhere, and P = 0 although u is not constant. The boundary terms cancel the dissipation.

## The Lean file

```lean
import Mathlib

open Set Filter MeasureTheory

namespace VignaleKohnViscosity

noncomputable section

/-- The viscous stress `η u'` of a one-dimensional flow with velocity `u` and viscosity `η`. -/
def viscousStress (η u : ℝ → ℝ) (x : ℝ) : ℝ := η x * deriv u x

/-- The viscous force density `(η u')'`, the derivative of the viscous stress. -/
def viscousForce (η u : ℝ → ℝ) (x : ℝ) : ℝ := deriv (viscousStress η u) x

/-- The power of the viscous force on `[a, b]`: the integral of velocity times force density. -/
def viscousPower (η u : ℝ → ℝ) (a b : ℝ) : ℝ := ∫ x in a..b, u x * viscousForce η u x

variable {η u : ℝ → ℝ} {a b : ℝ}

/-- The velocity gradient of a `C²` velocity is `C¹`. -/
theorem contDiff_gradient (hu : ContDiff ℝ 2 u) : ContDiff ℝ 1 (deriv u) := by
  have h : ContDiff ℝ (1 + 1) u := by
    rw [one_add_one_eq_two]
    exact hu
  exact (contDiff_succ_iff_deriv.1 h).2.2

/-- For a `C¹` viscosity that vanishes at both ends and a `C²` velocity, the total viscous
force on `[a, b]` is zero. -/
theorem total_force_eq_zero (hη : ContDiff ℝ 1 η) (hu : ContDiff ℝ 2 u)
    (ha : η a = 0) (hb : η b = 0) : ∫ x in a..b, viscousForce η u x = 0 := by
  have hs : ContDiff ℝ 1 (viscousStress η u) := hη.mul (contDiff_gradient hu)
  obtain ⟨hd, hc⟩ := contDiff_one_iff_deriv.1 hs
  have hder : ∀ x ∈ uIcc a b, HasDerivAt (viscousStress η u) (viscousForce η u x) x :=
    fun x _ => (hd x).hasDerivAt
  have hint : IntervalIntegrable (viscousForce η u) volume a b := hc.intervalIntegrable a b
  -- the total force is the difference of the stresses at the two ends
  rw [intervalIntegral.integral_eq_sub_of_hasDerivAt hder hint]
  simp [viscousStress, ha, hb]

/-- For a `C¹` viscosity that vanishes at both ends and a `C²` velocity, the viscous power is
minus the integral of the viscosity times the squared velocity gradient. -/
theorem viscousPower_eq (hη : ContDiff ℝ 1 η) (hu : ContDiff ℝ 2 u)
    (ha : η a = 0) (hb : η b = 0) :
    viscousPower η u a b = -∫ x in a..b, η x * deriv u x ^ 2 := by
  have hs : ContDiff ℝ 1 (viscousStress η u) := hη.mul (contDiff_gradient hu)
  obtain ⟨hd, hc⟩ := contDiff_one_iff_deriv.1 hs
  have hdu : ∀ x ∈ uIcc a b, HasDerivAt u (deriv u x) x :=
    fun x _ => (hu.differentiable (by norm_num) x).hasDerivAt
  have hds : ∀ x ∈ uIcc a b, HasDerivAt (viscousStress η u) (viscousForce η u x) x :=
    fun x _ => (hd x).hasDerivAt
  have hi : IntervalIntegrable (deriv u) volume a b :=
    (contDiff_gradient hu).continuous.intervalIntegrable a b
  have hj : IntervalIntegrable (viscousForce η u) volume a b := hc.intervalIntegrable a b
  -- integrate by parts; the boundary terms carry the vanishing stress
  have key := intervalIntegral.integral_mul_deriv_eq_deriv_mul hdu hds hi hj
  have e : ∀ x, deriv u x * viscousStress η u x = η x * deriv u x ^ 2 := by
    intro x
    unfold viscousStress
    ring
  have sa : viscousStress η u a = 0 := by simp [viscousStress, ha]
  have sb : viscousStress η u b = 0 := by simp [viscousStress, hb]
  simp only [e, sa, sb, mul_zero, sub_zero, zero_sub] at key
  exact key

/-- Let the viscosity be `C¹`, positive inside `[a, b]` and zero at both ends, with `a < b`, and
let the velocity be `C²`. Then the total viscous force is zero, its power is nonpositive, and
the power vanishes exactly when the velocity is constant on `[a, b]`. -/
theorem viscous_damping (hab : a < b) (hη : ContDiff ℝ 1 η) (hu : ContDiff ℝ 2 u)
    (hpos : ∀ x ∈ Ioo a b, 0 < η x) (ha : η a = 0) (hb : η b = 0) :
    (∫ x in a..b, viscousForce η u x = 0) ∧ viscousPower η u a b ≤ 0 ∧
      (viscousPower η u a b = 0 ↔ ∀ x ∈ Icc a b, u x = u a) := by
  have hnn : ∀ x ∈ Icc a b, 0 ≤ η x * deriv u x ^ 2 := by
    intro x hx
    rcases eq_or_lt_of_le hx.1 with h | h
    · rw [← h, ha, zero_mul]
    rcases eq_or_lt_of_le hx.2 with h' | h'
    · rw [h', hb, zero_mul]
    · exact mul_nonneg (hpos x ⟨h, h'⟩).le (sq_nonneg _)
  have hcont : Continuous fun x => η x * deriv u x ^ 2 :=
    hη.continuous.mul ((contDiff_gradient hu).continuous.pow 2)
  refine ⟨total_force_eq_zero hη hu ha hb, ?_, ?_⟩
  · rw [viscousPower_eq hη hu ha hb]
    exact neg_nonpos.2 (intervalIntegral.integral_nonneg hab.le hnn)
  rw [viscousPower_eq hη hu ha hb, neg_eq_zero]
  constructor
  · intro h0
    -- a nonzero gradient anywhere inside would dissipate energy
    have hgrad : ∀ x ∈ Ioo a b, deriv u x = 0 := by
      intro x hx
      by_contra hne
      have hlt : 0 < η x * deriv u x ^ 2 := mul_pos (hpos x hx) (pow_pos_of_ne hne)
      have := intervalIntegral.integral_pos hab hcont.continuousOn
        (fun y hy => hnn y (Ioc_subset_Icc_self hy)) ⟨x, Ioo_subset_Icc_self hx, hlt⟩
      exact this.ne' h0
    intro x hx
    rcases eq_or_lt_of_le hx.1 with h | h
    · rw [← h]
    -- the mean value theorem turns zero gradient into constant velocity
    obtain ⟨c, hc, hslope⟩ := exists_deriv_eq_slope u h hu.continuous.continuousOn
      (hu.differentiable (by norm_num)).differentiableOn
    rw [hgrad c ⟨hc.1, hc.2.trans_le hx.2⟩, eq_div_iff (sub_pos.2 h).ne'] at hslope
    linarith
  · intro h
    have hz : ∀ x ∈ uIcc a b, η x * deriv u x ^ 2 = (0 : ℝ) := by
      intro x hx
      rw [uIcc_of_le hab.le] at hx
      rcases eq_or_lt_of_le hx.1 with h1 | h1
      · rw [← h1, ha, zero_mul]
      rcases eq_or_lt_of_le hx.2 with h2 | h2
      · rw [h2, hb, zero_mul]
      have hev : u =ᶠ[nhds x] fun _ => u a := by
        filter_upwards [Ioo_mem_nhds h1 h2] with y hy
        exact h y (Ioo_subset_Icc_self hy)
      rw [hev.deriv_eq]
      simp
    rw [intervalIntegral.integral_congr hz]
    simp
where
  pow_pos_of_ne {r : ℝ} (h : r ≠ 0) : 0 < r ^ 2 := by positivity

/-- For a `C¹` viscosity that vanishes at both ends, the velocity `c + k x` has viscous power
`-k²` times the integrated viscosity. -/
theorem affine_power (hη : ContDiff ℝ 1 η) (ha : η a = 0) (hb : η b = 0) (c k : ℝ) :
    viscousPower η (fun x => c + k * x) a b = -(k ^ 2 * ∫ x in a..b, η x) := by
  have hd : ∀ x : ℝ, deriv (fun y : ℝ => c + k * y) x = k := by
    intro x
    have h : HasDerivAt (fun y : ℝ => c + k * y) k x :=
      (((hasDerivAt_id' x).const_mul k).const_add c).congr_deriv (mul_one k)
    exact h.deriv
  rw [viscousPower_eq hη (by fun_prop) ha hb]
  simp only [hd]
  rw [intervalIntegral.integral_mul_const, mul_comm]

/-- If the viscosity is `C¹`, positive inside `[a, b]` and zero at both ends, with `a < b`, then
a breathing motion `c + k x` with `k ≠ 0` has strictly negative viscous power. -/
theorem breathing_loses_energy (hab : a < b) (hη : ContDiff ℝ 1 η)
    (hpos : ∀ x ∈ Ioo a b, 0 < η x) (ha : η a = 0) (hb : η b = 0) (c : ℝ) {k : ℝ}
    (hk : k ≠ 0) : viscousPower η (fun x => c + k * x) a b < 0 := by
  have hI : 0 < ∫ x in a..b, η x :=
    intervalIntegral.intervalIntegral_pos_of_pos_on
      (hη.continuous.intervalIntegrable a b) hpos hab
  rw [affine_power hη ha hb]
  exact neg_neg_of_pos (by positivity)

/-- For the parabolic viscosity `1 - x²` on `[-1, 1]`, the breathing motion `u = x` has viscous
power `-4/3`. -/
theorem parabolic_breathing_power :
    viscousPower (fun x => 1 - x ^ 2) (fun x => x) (-1) 1 = -(4 / 3) := by
  have hp := viscousPower_eq (η := fun x : ℝ => 1 - x ^ 2) (u := fun x : ℝ => x)
    (a := -1) (b := 1) (by fun_prop) (by fun_prop) (by norm_num) (by norm_num)
  have h1 : IntervalIntegrable (fun _ : ℝ => (1 : ℝ)) volume (-1) 1 :=
    continuous_const.intervalIntegrable _ _
  have h2 : IntervalIntegrable (fun x : ℝ => x ^ 2) volume (-1) 1 :=
    (continuous_pow 2).intervalIntegrable _ _
  rw [hp]
  simp only [deriv_id'', one_pow, mul_one]
  rw [intervalIntegral.integral_sub h1 h2, intervalIntegral.integral_const, integral_pow]
  norm_num

/-- For the uniform viscosity `1`, which does not vanish at the ends, the breathing motion
`u = x` has zero viscous power on every interval. -/
theorem uniform_viscosity_breathing (a b : ℝ) :
    viscousPower (fun _ => 1) (fun x => x) a b = 0 := by
  have h : viscousStress (fun _ => 1) (fun x => x) = fun _ => (1 : ℝ) := by
    funext x
    simp [viscousStress]
  simp only [viscousPower, viscousForce, h]
  simp

end

end VignaleKohnViscosity
```

```lean
#print axioms VignaleKohnViscosity.viscous_damping
#print axioms VignaleKohnViscosity.breathing_loses_energy
#print axioms VignaleKohnViscosity.parabolic_breathing_power
#print axioms VignaleKohnViscosity.uniform_viscosity_breathing
```

```
'VignaleKohnViscosity.viscous_damping' depends on axioms: [propext, Classical.choice, Quot.sound]
'VignaleKohnViscosity.breathing_loses_energy' depends on axioms: [propext, Classical.choice, Quot.sound]
'VignaleKohnViscosity.parabolic_breathing_power' depends on axioms: [propext, Classical.choice, Quot.sound]
'VignaleKohnViscosity.uniform_viscosity_breathing' depends on axioms: [propext, Classical.choice, Quot.sound]
```

## What the hypotheses admit, and how Lean uses them

`viscousStress`, `viscousForce` and `viscousPower` are s, s′ and P. The main theorem, `viscous_damping`, takes η and u as real functions on the whole line, with `ContDiff ℝ 1 η` and `ContDiff ℝ 2 u`; positivity is required on `Ioo a b`, the open interval. Rigid motion is expressed as `u x = u a` for every x in `Icc a b`, so u may vary elsewhere.

`contDiff_gradient` makes the stress C¹. `total_force_eq_zero` then applies the fundamental theorem of calculus, and `viscousPower_eq` integrates by parts; neither needs η to be positive. In `viscous_damping`, `hnn` is the sign of the integrand, `hgrad` rules out a nonzero interior gradient because the integral would be positive, and `exists_deriv_eq_slope` is the mean value theorem. For the converse, `hev` says that u agrees with a constant near each interior point, so its derivative there is zero.

`affine_power` and `breathing_loses_energy` treat u = c + kx, while `parabolic_breathing_power` and `uniform_viscosity_breathing` evaluate the two examples.

The viscosity is given, not derived from a density functional. The model leaves out its frequency dependence, the elastic response, three-dimensional shear and density tails that extend to infinity. The theorems concern continuum integrals, so a discretised force needs its own argument for the sign of its power.
